# Correlation energy under uniform density scaling: scaling inequality, scale derivative and high-density limit from the adiabatic connection

Squeeze the electron density \(n\) of an atom uniformly, replacing it by \(n_l(\mathbf r)=l^3 n(l\mathbf r)\) with \(l>1\). Kinetic energies grow like \(l^2\) and Coulomb energies only like \(l\), so the repulsion becomes relatively weaker. How does the correlation energy respond?

The adiabatic connection turns this into a question about one function. Keep \(n\) fixed and multiply the electron repulsion by a coupling strength \(s\ge 0\). Let \(U(s)\) be the expectation value of the unmultiplied repulsion in the ground state at coupling \(s\), minus its value in the Kohn–Sham determinant. The correlation energy at coupling \(x\) is then \(\int_0^x U(s)\,ds\). Scaling the coordinates of a wavefunction along with the density turns its kinetic energy \(T\) into \(l^2T\) and its repulsion energy \(V\) into \(lV\). Since \(l^2T+lV=l^2(T+V/l)\), the density \(n_l\) at full coupling corresponds to \(n\) at coupling \(1/l\), and its correlation energy is

\[
G(l)=l^2\int_0^{1/l}U(s)\,ds .
\]

The sheet takes this formula as the definition of \(G\), and takes \(U\) to be a real function with the following properties, and each result states which of them it assumes:

- \(U\) is continuous on \(s\ge 0\), which is a regularity assumption about the coupled ground states.
- \(U\) is antitone (it never increases), as the variational principle at fixed density implies.
- \(U(0)=0\), because the uncoupled state is the Kohn–Sham determinant.
- \(U\) has a finite right derivative \(g\) at \(0\), which stands for a finite second-order correlation energy. For the uniform electron gas that energy diverges, and the assumption fails.

Under these assumptions on a single function \(U\), the results are exact constraints against which approximate correlation functionals can be tested. Neither \(U\) nor its properties are derived from a Hamiltonian here.

```lean
import Mathlib

open Filter Topology Set MeasureTheory

namespace AdiabaticConnectionScaling
```

In Lean, \(G\) is `scaledEnergy U`, and the upper limit \(1/l\) is written `l⁻¹`.

```lean
/-- The correlation energy of a density scaled uniformly by `l > 0`, obtained from the
correlation potential energy `U s` of the unscaled density at coupling strength `s`. -/
noncomputable def scaledEnergy (U : ℝ → ℝ) (l : ℝ) : ℝ :=
  l ^ 2 * ∫ s in (0 : ℝ)..l⁻¹, U s
```

## (a) Integrability in the coupling strength

**Task.** Let \(U\) be continuous on \(s\ge 0\). Show that for all \(a,b\ge 0\) the following integral exists:

\[
\int_a^b U(s)\,ds .
\]

**Solution.** Every point between \(a\) and \(b\) is at least \(\min(a,b)\ge 0\). So \(U\) is continuous on the closed, bounded interval between them, and hence integrable there.

In the code, `ContinuousOn U (Ici 0)` is continuity on \([0,\infty)\). The proof restricts it to the interval, with `le_min ha hb` supplying the lower bound.

```lean
/-- A continuous coupling-strength integrand is integrable between nonnegative couplings. -/
theorem integrable_coupling {U : ℝ → ℝ} (hU : ContinuousOn U (Ici 0)) {a b : ℝ}
    (ha : 0 ≤ a) (hb : 0 ≤ b) : IntervalIntegrable U volume a b :=
  (hU.mono (fun _ hx => le_trans (le_min ha hb) hx.1)).intervalIntegrable
```

## (b) Moving the scale factor into the integrand

**Task.** For \(l>0\), write the energy per scale factor as an integral over a fixed interval:

\[
\frac{G(l)}{l}=\int_0^1 U(t/l)\,dt .
\]

**Solution.** Put \(s=t/l\), so that \(ds=dt/l\) and \(s=1/l\) corresponds to \(t=1\). Then

\[
\frac{G(l)}{l}=l\int_0^{1/l}U(s)\,ds=l\cdot\frac1l\int_0^1U(t/l)\,dt .
\]

The lemma `integral_comp_div` performs the substitution, and the remaining lines cancel one factor of \(l\). The statement needs no continuity, since Lean gives a non-integrable function the integral zero and both sides then vanish together.

```lean
/-- The scaled energy divided by the scale factor is the integral of the potential energy over the
unit interval with all couplings divided by that factor. -/
theorem scaledEnergy_div (U : ℝ → ℝ) {l : ℝ} (hl : 0 < l) :
    scaledEnergy U l / l = ∫ t in (0 : ℝ)..1, U (t / l) := by
  rw [intervalIntegral.integral_comp_div U hl.ne', zero_div, one_div, smul_eq_mul]
  unfold scaledEnergy
  rw [pow_two, mul_assoc, mul_div_cancel_left₀ _ hl.ne']
```

## (c) Monotonicity of the energy per scale factor

**Task.** Let \(U\) be continuous and antitone on \(s\ge0\). Show that

\[
0<a\le b\quad\Longrightarrow\quad \frac{G(a)}{a}\le\frac{G(b)}{b}.
\]

**Solution.** For \(t\in[0,1]\) we have \(t/b\le t/a\), so \(U(t/a)\le U(t/b)\). Integrate over \(t\) and apply (b) to both sides.

`MonotoneOn … (Ioi 0)` is this implication on \((0,\infty)\). The auxiliary `hint` shows that both integrands are integrable, and `integral_mono_on` integrates the pointwise inequality.

```lean
/-- The correlation energy per scale factor does not decrease when the density is
compressed. -/
theorem monotone_scaledEnergy_div {U : ℝ → ℝ} (hU : ContinuousOn U (Ici 0))
    (hA : AntitoneOn U (Ici 0)) :
    MonotoneOn (fun l => scaledEnergy U l / l) (Ioi 0) := by
  have hint : ∀ l : ℝ, 0 < l →
      IntervalIntegrable (fun t => U (t / l)) volume 0 1 := by
    intro l hl
    apply ContinuousOn.intervalIntegrable
    refine hU.comp (continuous_id.div_const l).continuousOn ?_
    intro t ht
    rw [uIcc_of_le zero_le_one] at ht
    exact div_nonneg ht.1 hl.le
  intro a ha b hb hab
  have ha' : 0 < a := ha
  have hb' : 0 < b := hb
  change scaledEnergy U a / a ≤ scaledEnergy U b / b
  rw [scaledEnergy_div U ha', scaledEnergy_div U hb']
  -- compression increases no coupling strength, and so nowhere lowers the integrand
  exact intervalIntegral.integral_mono_on zero_le_one (hint a ha') (hint b hb')
    (fun t ht => hA (div_nonneg ht.1 hb'.le) (div_nonneg ht.1 ha'.le)
      (div_le_div_of_nonneg_left ht.1 ha' hab))
```

## (d) A bound for compressed densities

**Task.** Under the same assumptions, compare the compressed density with the original one. For \(l\ge1\), show that

\[
l\,G(1)\le G(l).
\]

**Solution.** Take \(a=1\) and \(b=l\) in (c), which gives \(G(1)\le G(l)/l\), and multiply by \(l>0\).

For a functional that depends only on the density and its gradient, the bound can be tested with an existing integration grid. Move each point \(\mathbf r_i\) to \(\mathbf r_i/l\), divide its weight by \(l^3\), and multiply the stored density by \(l^3\) and its gradient by \(l^4\). The usual energy routine then returns the value for \(n_l\).

```lean
/-- Compressing a density by `l ≥ 1` gives a correlation energy at least `l` times the
original one. -/
theorem scaling_inequality {U : ℝ → ℝ} (hU : ContinuousOn U (Ici 0))
    (hA : AntitoneOn U (Ici 0)) {l : ℝ} (hl : 1 ≤ l) :
    l * scaledEnergy U 1 ≤ scaledEnergy U l := by
  have hl0 : 0 < l := lt_of_lt_of_le one_pos hl
  have h : scaledEnergy U 1 / 1 ≤ scaledEnergy U l / l :=
    monotone_scaledEnergy_div hU hA (mem_Ioi.mpr one_pos) (mem_Ioi.mpr hl0) hl
  rw [div_one, le_div_iff₀ hl0] at h
  linarith
```

## (e) Sign of the kinetic contribution

**Task.** The correlation energy at full coupling is the sum of the potential part \(U(1)\) and a kinetic part, the kinetic energy of the interacting state minus that of the Kohn–Sham determinant. For continuous, antitone \(U\), show that the kinetic part satisfies

\[
G(1)-U(1)\ge 0 .
\]

**Solution.** For \(s\in[0,1]\), antitonicity gives \(U(1)\le U(s)\). Integrating over the unit interval,

\[
U(1)=\int_0^1U(1)\,ds\le\int_0^1U(s)\,ds=G(1).
\]

In the proof, `h` is the integrated inequality, `hc` evaluates the constant integral, and `he` identifies \(G(1)\) with the integral of \(U\).

```lean
/-- The kinetic part of the correlation energy, the total minus the potential energy at
full coupling, is nonnegative. -/
theorem kinetic_correlation_nonneg {U : ℝ → ℝ} (hU : ContinuousOn U (Ici 0))
    (hA : AntitoneOn U (Ici 0)) : 0 ≤ scaledEnergy U 1 - U 1 := by
  have h : ∫ _ in (0 : ℝ)..1, U 1 ≤ ∫ s in (0 : ℝ)..1, U s :=
    intervalIntegral.integral_mono_on zero_le_one intervalIntegrable_const
      (integrable_coupling hU le_rfl zero_le_one)
      (fun s hs => hA hs.1 (mem_Ici.mpr zero_le_one) hs.2)
  have hc : ∫ _ in (0 : ℝ)..1, U 1 = U 1 := by simp
  have he : scaledEnergy U 1 = ∫ s in (0 : ℝ)..1, U s := by simp [scaledEnergy]
  rw [hc] at h
  rw [he]
  linarith
```

## (f) The derivative at any scale

**Task.** Let \(U\) be continuous on \(s\ge0\). Show that \(G\) is differentiable at every \(l>0\), with

\[
G'(l)=\frac{2G(l)}{l}-U(1/l).
\]

**Solution.** Write \(F(x)=\int_0^xU(s)\,ds\), so that \(G(l)=l^2F(1/l)\). The fundamental theorem of calculus gives \(F'(x)=U(x)\) for \(x>0\). By the product and chain rules,

\[
G'(l)=2l\,F(1/l)+l^2\,U(1/l)\left(-\frac1{l^2}\right)=2l\,F(1/l)-U(1/l),
\]

and \(2l\,F(1/l)=2G(l)/l\).

The Lean steps follow the same order: `hF` is the fundamental theorem at \(1/l\), `h2` the chain rule, `h1` the derivative of \(l^2\), and `fun_mul` the product rule. The closing lines do the algebra with the integral and \(U(1/l)\) treated as plain numbers.

```lean
/-- The response of the correlation energy to a change of scale, at any scale factor
`l > 0`, in terms of the energy itself and the potential energy at coupling `1 / l`. -/
theorem hasDerivAt_scaledEnergy {U : ℝ → ℝ} (hU : ContinuousOn U (Ici 0))
    {l : ℝ} (hl : 0 < l) :
    HasDerivAt (scaledEnergy U) (2 * scaledEnergy U l / l - U l⁻¹) l := by
  have hx : 0 < l⁻¹ := inv_pos.mpr hl
  -- fundamental theorem of calculus at the upper coupling limit
  have hF : HasDerivAt (fun x => ∫ s in (0 : ℝ)..x, U s) (U l⁻¹) l⁻¹ :=
    intervalIntegral.integral_hasDerivAt_right (integrable_coupling hU le_rfl hx.le)
      ((hU.mono Ioi_subset_Ici_self).stronglyMeasurableAtFilter isOpen_Ioi _ hx)
      (hU.continuousAt (Ici_mem_nhds hx))
  have h2 : HasDerivAt (fun x : ℝ => ∫ s in (0 : ℝ)..x⁻¹, U s)
      (U l⁻¹ * (-(l ^ 2)⁻¹)) l := HasDerivAt.comp l hF (hasDerivAt_inv hl.ne')
  have h1 : HasDerivAt (fun x : ℝ => x ^ 2) (2 * l) l := by
    simpa using hasDerivAt_pow 2 l
  refine (h1.fun_mul h2).congr_deriv ?_
  unfold scaledEnergy
  generalize (∫ s in (0 : ℝ)..l⁻¹, U s) = I
  generalize U l⁻¹ = u
  have e : 2 * (l ^ 2 * I) / l = 2 * l * I := by field_simp
  have hc : l ^ 2 * (l ^ 2)⁻¹ = 1 := mul_inv_cancel₀ (pow_ne_zero 2 hl.ne')
  rw [e]
  linear_combination (-u) * hc
```

## (g) The integral of a linear integrand

**Task.** For real \(c\) and \(x\), evaluate

\[
\int_0^x c\,s\,ds=\frac{c\,x^2}{2}.
\]

**Solution.** Take \(c\) outside the integral and use \(\int_0^x s\,ds=x^2/2\). The proof does the same with `integral_const_mul` and `integral_id`.

```lean
/-- The coupling integral of a potential energy linear in the coupling strength. -/
theorem integral_linear (c x : ℝ) : ∫ s in (0 : ℝ)..x, c * s = c * x ^ 2 / 2 := by
  rw [intervalIntegral.integral_const_mul, integral_id]
  ring
```

## (h) The response at the physical density and the high-density limit

**Task.** Now assume all four properties of \(U\). Show that \(G(l)/l\) is monotone on \(l>0\), and that

\[
G'(1)=2G(1)-U(1),\qquad \lim_{l\to\infty}G(l)=\frac g2 .
\]

**Solution.** Monotonicity is (c), and the derivative is (f) at \(l=1\).

For the limit, let \(\varepsilon>0\). Since \(U(0)=0\) and the right derivative at \(0\) is \(g\), there is a \(\delta>0\) with

\[
(g-\varepsilon)s\le U(s)\le(g+\varepsilon)s\qquad(0\le s<\delta).
\]

If \(l\ge2/\delta\), then \(1/l\le\delta/2<\delta\), so the bounds hold on all of \([0,1/l]\). Integrating them with (g) gives

\[
\frac{g-\varepsilon}{2l^2}\le\int_0^{1/l}U(s)\,ds\le\frac{g+\varepsilon}{2l^2}.
\]

Multiplying by \(l^2\) yields \(|G(l)-g/2|\le\varepsilon/2<\varepsilon\).

In the statement, `HasDerivWithinAt U g (Ici 0) 0` is the right derivative at zero coupling, and `Tendsto … atTop (𝓝 (g / 2))` is the limit. In the proof, `hb` contains the linear bounds, `hdown` and `hup` their integrals, and `e` the cancellation of \(l^2\).

Both formulas appear in calculations. If the correlation energy is given by an approximate density functional, a central difference of its values at \(l=1\pm h\) approximates \(G'(1)\), and subtracting \(G(1)\) leaves that functional's estimate of the kinetic part from (e), with no need for an interacting wavefunction. The limit \(g/2\) is the second-order energy of perturbation theory along the adiabatic connection. It is computed from Kohn–Sham orbitals and orbital energies as an MP2-like sum over double excitations plus a singles term.

```lean
/-- **Scaling along the adiabatic connection.** Write `G` for `scaledEnergy U`. Then `G(l) / l` is
monotone on `l > 0`, the derivative of `G` at `l = 1` is `2 G(1) - U(1)`, and `G(l)` tends to half
the initial slope of `U` as `l` goes to infinity. -/
theorem adiabatic_connection_scaling {U : ℝ → ℝ} {g : ℝ}
    (hU : ContinuousOn U (Ici 0)) (hA : AntitoneOn U (Ici 0)) (h0 : U 0 = 0)
    (hg : HasDerivWithinAt U g (Ici 0) 0) :
    MonotoneOn (fun l => scaledEnergy U l / l) (Ioi 0) ∧
    HasDerivAt (scaledEnergy U) (2 * scaledEnergy U 1 - U 1) 1 ∧
    Tendsto (scaledEnergy U) atTop (𝓝 (g / 2)) := by
  refine ⟨monotone_scaledEnergy_div hU hA, ?_, ?_⟩
  · simpa using hasDerivAt_scaledEnergy hU one_pos
  rw [Metric.tendsto_atTop]
  intro ε hε
  have hlo := (hasDerivWithinAt_iff_isLittleO.mp hg).def hε
  obtain ⟨δ, hδ, hball⟩ := Metric.mem_nhdsWithin_iff.mp hlo
  -- near zero coupling the integrand differs from g * s by at most ε * s
  have hb : ∀ s, 0 ≤ s → s < δ → |U s - g * s| ≤ ε * s := by
    intro s hs hsδ
    have hm : s ∈ Metric.ball (0 : ℝ) δ ∩ Ici 0 :=
      ⟨by simpa [Real.dist_eq, abs_of_nonneg hs] using hsδ, hs⟩
    have h := hball hm
    simpa [h0, abs_of_nonneg hs, mul_comm] using h
  refine ⟨2 / δ, fun l hl => ?_⟩
  have hl0 : 0 < l := lt_of_lt_of_le (by positivity) hl
  have hx0 : 0 ≤ l⁻¹ := (inv_pos.mpr hl0).le
  have hx : l⁻¹ < δ := by
    have h2 : 2 ≤ l * δ := (div_le_iff₀ hδ).mp hl
    rw [← one_div, div_lt_iff₀ hl0]
    linarith
  have hlin : ∀ c : ℝ, IntervalIntegrable (fun s => c * s) volume 0 l⁻¹ :=
    fun c => (continuous_const.mul continuous_id).intervalIntegrable _ _
  have hup : ∫ s in (0 : ℝ)..l⁻¹, U s ≤ (g + ε) * l⁻¹ ^ 2 / 2 := by
    rw [← integral_linear]
    refine intervalIntegral.integral_mono_on hx0 (integrable_coupling hU le_rfl hx0)
      (hlin _) (fun s hs => ?_)
    linarith [(abs_le.mp (hb s hs.1 (hs.2.trans_lt hx))).2]
  have hdown : (g - ε) * l⁻¹ ^ 2 / 2 ≤ ∫ s in (0 : ℝ)..l⁻¹, U s := by
    rw [← integral_linear]
    refine intervalIntegral.integral_mono_on hx0 (hlin _)
      (integrable_coupling hU le_rfl hx0) (fun s hs => ?_)
    linarith [(abs_le.mp (hb s hs.1 (hs.2.trans_lt hx))).1]
  -- the prefactor l² cancels the squared interval length
  have e : ∀ c : ℝ, l ^ 2 * (c * l⁻¹ ^ 2 / 2) = c / 2 := fun c => by field_simp
  have h1 := mul_le_mul_of_nonneg_left hup (sq_nonneg l)
  have h2 := mul_le_mul_of_nonneg_left hdown (sq_nonneg l)
  rw [e] at h1 h2
  rw [Real.dist_eq, abs_lt]
  unfold scaledEnergy
  constructor <;> linarith
```

## (i) When the energy does not depend on scale

**Task.** Let \(U\) be continuous on \(s\ge0\) with \(U(0)=0\), and let \(c\) be real. Show that

\[
G(l)=c\ \text{ for all } l>0\quad\Longleftrightarrow\quad U(s)=2cs\ \text{ for all } s\ge0 .
\]

**Solution.** Suppose \(G\) is constant with value \(c\). Then \(G'(l)=0\), and (f) gives \(U(1/l)=2c/l\). For \(s>0\), choose \(l=1/s\) to get \(U(s)=2cs\). At \(s=0\), both sides are zero.

Conversely, if \(U(s)=2cs\), then (g) gives

\[
G(l)=l^2\cdot\frac{2c}{2l^2}=c .
\]

In the forward direction, `hconst` records that \(G\) agrees with a constant near \(1/s\) and so has derivative zero there. Uniqueness of the derivative equates this zero with the formula from (f). The reverse direction replaces the integrand on the interval and applies `integral_linear`.

Perturbation theory along the adiabatic connection, stopped at second order, replaces \(U(s)\) by the straight line \(gs\). Its correlation energy is therefore \(g/2\) at every scale, and any dependence on \(l\) has to come from the departure of \(U\) from that line.

```lean
/-- The correlation energy has the same value `c` at every scale exactly when the potential
energy is linear in the coupling strength with slope `2 c`. -/
theorem scale_invariant_iff_linear {U : ℝ → ℝ} (hU : ContinuousOn U (Ici 0))
    (h0 : U 0 = 0) (c : ℝ) :
    (∀ l, 0 < l → scaledEnergy U l = c) ↔ ∀ s, 0 ≤ s → U s = 2 * c * s := by
  constructor
  · intro h s hs
    rcases hs.eq_or_lt with rfl | hs
    · simp [h0]
    -- a constant energy has zero scale derivative, which fixes U
    have hl : 0 < s⁻¹ := inv_pos.mpr hs
    have hconst : HasDerivAt (scaledEnergy U) 0 s⁻¹ :=
      (hasDerivAt_const s⁻¹ c).congr_of_eventuallyEq
        (Filter.eventually_of_mem (Ioi_mem_nhds hl) (fun l hl' => h l hl'))
    have hd := (hasDerivAt_scaledEnergy hU hl).unique hconst
    rw [h _ hl, inv_inv, div_inv_eq_mul] at hd
    linarith
  · intro h l hl
    have hI : ∫ s in (0 : ℝ)..l⁻¹, U s = ∫ s in (0 : ℝ)..l⁻¹, 2 * c * s := by
      apply intervalIntegral.integral_congr
      intro s hs
      rw [uIcc_of_le (inv_pos.mpr hl).le] at hs
      exact h s hs.1
    unfold scaledEnergy
    rw [hI, integral_linear]
    field_simp

end AdiabaticConnectionScaling
```

```lean
#print axioms AdiabaticConnectionScaling.scaling_inequality
-- 'AdiabaticConnectionScaling.scaling_inequality' depends on axioms: [propext, Classical.choice, Quot.sound]
#print axioms AdiabaticConnectionScaling.kinetic_correlation_nonneg
-- 'AdiabaticConnectionScaling.kinetic_correlation_nonneg' depends on axioms: [propext, Classical.choice, Quot.sound]
#print axioms AdiabaticConnectionScaling.adiabatic_connection_scaling
-- 'AdiabaticConnectionScaling.adiabatic_connection_scaling' depends on axioms: [propext, Classical.choice, Quot.sound]
#print axioms AdiabaticConnectionScaling.scale_invariant_iff_linear
-- 'AdiabaticConnectionScaling.scale_invariant_iff_linear' depends on axioms: [propext, Classical.choice, Quot.sound]
```
